# The bond length inferred from an averaged rotational constant never exceeds the mean bond length

Let a diatomic have bond length 1 or 7, in some unit of length, with equal weights. This spread is far wider than that of an ordinary vibrating bond and is chosen to give round numbers. Its rotational constant is B(r) = κ/r², where κ > 0 stands for ħ²/(2μ) and μ is the reduced mass. The two constants are κ and κ/49, with average

½(κ + κ/49) = 25κ/49.

The bond length with this constant is √(49/25) = 7/5. The mean length is (1 + 7)/2 = 4, and the root-mean-square length is √((1 + 49)/2) = 5. The short bond dominates the average of 1/r² and pulls the inferred length down, while the long bond dominates the average of r².

## Three lengths and two exact identities

Let finitely many lengths r_i > 0 have weights p_i > 0 with ∑ p_i = 1. Define

m = ∑ p_i r_i, R = √(∑ p_i r_i²), ⟨B⟩ = ∑ p_i κ/r_i², L = √(κ/⟨B⟩).

Then B(L) = ⟨B⟩, and κ cancels to give L = (∑ p_i/r_i²)^(-1/2). The claim is L ≤ m ≤ R, with equality in either place exactly when all r_i are equal.

For the second inequality, expand the variance:

∑ p_i (r_i − m)² = R² − 2m·m + m² = R² − m².

For the first, subtract from 1/r² its tangent line at m:

1/r² − [1/m² − 2(r − m)/m³]
= (m³ − 3mr² + 2r³)/(r²m³)
= (2r + m)(r − m)²/(r²m³).

Set r = r_i, multiply by κp_i and sum. The linear term vanishes because ∑ p_i (r_i − m) = 0, so

⟨B⟩ = B(m) + κ ∑ p_i (2r_i + m)(r_i − m)²/(r_i²m³).

Both sums of squares are nonnegative. Hence R ≥ m and B(L) ≥ B(m), and since B is strictly decreasing, L ≤ m. Equality in either place makes the corresponding sum zero, which forces every r_i = m. Conversely, if all lengths are equal, their common value is m and both sums vanish. With a single length, all three quantities coincide.

For a finite sample of diatomic geometries from a simulation, at fixed reduced mass, the result gives the sign of the error made by reading L as the mean length. It does not treat a continuous vibrational density or centrifugal distortion.

## The lengths as Lean functions

The finite type `ι` labels the bond lengths; `p` and `r` are real functions on it.

```lean
import Mathlib

open Finset

namespace RotationalBondLength

noncomputable section

variable {ι : Type*} [Fintype ι] {p r : ι → ℝ} {κ : ℝ}
```

The constant `κ` is any real number here, and the theorems that need it positive say so.

```lean
/-- Rotational constant `κ / r²` of a diatomic with bond length `r ≠ 0`, where `κ` stands
for `ħ² / (2μ)` with reduced mass `μ`. -/
def rotConst (κ r : ℝ) : ℝ := κ / r ^ 2
```

The next definitions are m, R, ⟨B⟩ and L, in that order.

```lean
/-- Mean bond length for weights `p`. -/
def meanLength (p r : ι → ℝ) : ℝ := ∑ i, p i * r i

/-- Root-mean-square bond length for weights `p`. -/
def rmsLength (p r : ι → ℝ) : ℝ := √(∑ i, p i * r i ^ 2)

/-- Averaged rotational constant for weights `p` and nonzero bond lengths `r`. -/
def meanRotConst (κ : ℝ) (p r : ι → ℝ) : ℝ := ∑ i, p i * rotConst κ (r i)

/-- Bond length inferred from the averaged rotational constant, for nonzero bond lengths
and a nonzero average. -/
def rotLength (κ : ℝ) (p r : ι → ℝ) : ℝ := √(κ / meanRotConst κ p r)
```

## What the inferred length means

Strict monotonicity of B follows from a² < b² for 0 < a < b.

```lean
/-- For `κ > 0` and positive bond lengths, the longer bond has the smaller rotational constant. -/
theorem rotConst_lt (hκ : 0 < κ) {a b : ℝ} (ha : 0 < a) (hab : a < b) :
    rotConst κ b < rotConst κ a := by
  have h : a ^ 2 < b ^ 2 := by nlinarith
  exact div_lt_div_of_pos_left hκ (by positivity) h
```

The next theorem confirms that L is positive and reproduces ⟨B⟩. The condition `hsum` rules out an empty `ι`, so ⟨B⟩ is a nonempty sum of positive terms.

```lean
/-- For `κ > 0`, positive bond lengths and positive weights summing to one, the inferred
length is positive and its rotational constant is the averaged one. -/
theorem rotLength_spec (hκ : 0 < κ) (hp : ∀ i, 0 < p i) (hsum : ∑ i, p i = 1)
    (hr : ∀ i, 0 < r i) :
    0 < rotLength κ p r ∧ rotConst κ (rotLength κ p r) = meanRotConst κ p r := by
  have hB : 0 < meanRotConst κ p r := by
    rcases isEmpty_or_nonempty ι with h | h
    · simp at hsum
    · exact sum_pos (fun i _ => mul_pos (hp i) (div_pos hκ (pow_pos (hr i) 2)))
        univ_nonempty
  refine ⟨Real.sqrt_pos.mpr (div_pos hκ hB), ?_⟩
  rw [rotConst, rotLength, Real.sq_sqrt (div_pos hκ hB).le, div_div_eq_mul_div,
    mul_div_cancel_left₀ _ hκ.ne']
```

Factoring κ out of the average and cancelling it gives the power-mean form. The formula has its ordinary meaning when all lengths are nonzero and the sum is positive. The theorem can omit these conditions because Lean sets division by zero to 0.

```lean
/-- For `κ > 0` and nonnegative weights, `rotLength κ p r` equals `(∑ pᵢ / rᵢ²) ^ (-1/2)`. -/
theorem rotLength_eq_rpow (hκ : 0 < κ) (hp : ∀ i, 0 ≤ p i) :
    rotLength κ p r = (∑ i, p i / r i ^ 2) ^ (-(1 / 2 : ℝ)) := by
  have hS : 0 ≤ ∑ i, p i / r i ^ 2 :=
    sum_nonneg fun i _ => div_nonneg (hp i) (sq_nonneg _)
  have hB : meanRotConst κ p r = κ * ∑ i, p i / r i ^ 2 := by
    rw [meanRotConst, mul_sum]
    exact sum_congr rfl fun i _ => by unfold rotConst; ring
  rw [rotLength, hB, ← div_div, div_self hκ.ne', one_div, Real.sqrt_inv,
    Real.rpow_neg hS, Real.sqrt_eq_rpow]
```

## The identities and their zero case

The variance identity is first expanded about an arbitrary `m`, then specialised to the mean.

```lean
/-- For weights summing to one, the mean square length is the squared mean length plus
the variance. -/
theorem meanSq_eq (hsum : ∑ i, p i = 1) :
    ∑ i, p i * r i ^ 2
      = meanLength p r ^ 2 + ∑ i, p i * (r i - meanLength p r) ^ 2 := by
  have key : ∀ m : ℝ, ∑ i, p i * (r i - m) ^ 2
      = ∑ i, p i * r i ^ 2 - 2 * m * ∑ i, p i * r i + m ^ 2 * ∑ i, p i := by
    intro m
    rw [mul_sum, mul_sum, ← sum_sub_distrib, ← sum_add_distrib]
    exact sum_congr rfl fun i _ => by ring
  have hm : ∑ i, p i * r i = meanLength p r := rfl
  rw [key, hsum, hm]
  ring
```

In the identity for ⟨B⟩, `hterm` is the tangent-line subtraction for each term. Summing its first two parts gives 3κ/m² − 2κ/m² = κ/m², which is B(m).

```lean
/-- For positive bond lengths and weights summing to one, with positive mean length, the
averaged rotational constant is that of the mean length plus an explicit weighted sum of
squared deviations. -/
theorem meanRotConst_eq (hsum : ∑ i, p i = 1) (hr : ∀ i, 0 < r i)
    (hpos : 0 < meanLength p r) :
    meanRotConst κ p r = rotConst κ (meanLength p r)
      + κ * ∑ i, p i * ((2 * r i + meanLength p r) / (r i ^ 2 * meanLength p r ^ 3)
        * (r i - meanLength p r) ^ 2) := by
  obtain ⟨m, hm⟩ : ∃ m, m = meanLength p r := ⟨_, rfl⟩
  rw [← hm] at hpos ⊢
  have hm' : ∑ i, p i * r i = m := hm.symm
  -- subtract from 1/r² its tangent line at the mean length
  have hterm : meanRotConst κ p r = ∑ i, (3 * κ / m ^ 2 * p i
      - 2 * κ / m ^ 3 * (p i * r i)
      + κ * (p i * ((2 * r i + m) / (r i ^ 2 * m ^ 3) * (r i - m) ^ 2))) := by
    refine sum_congr rfl fun i _ => ?_
    have hi := (hr i).ne'
    have hm0 := hpos.ne'
    unfold rotConst
    field_simp
    ring
  have hc : 2 * κ / m ^ 3 * m = 2 * κ / m ^ 2 := by
    field_simp
  rw [hterm, sum_add_distrib, sum_sub_distrib, ← mul_sum, ← mul_sum, ← mul_sum,
    hsum, hm', hc, rotConst]
  ring
```

One lemma serves both equality cases, through positive coefficients `c i`. A zero sum of nonnegative terms has only zero terms, and positivity of `p i` and `c i` then leaves r_i = m.

```lean
/-- For positive weights summing to one and positive coefficients `c`, the weighted sum of
squared deviations from the mean length vanishes exactly when all bond lengths are equal. -/
theorem spread_eq_zero_iff (hp : ∀ i, 0 < p i) (hsum : ∑ i, p i = 1)
    {c : ι → ℝ} (hc : ∀ i, 0 < c i) :
    ∑ i, p i * (c i * (r i - meanLength p r) ^ 2) = 0 ↔ ∀ i j, r i = r j := by
  rw [sum_eq_zero_iff_of_nonneg
    (fun i _ => mul_nonneg (hp i).le (mul_nonneg (hc i).le (sq_nonneg _)))]
  constructor
  · intro h
    have h1 : ∀ i, r i = meanLength p r := by
      intro i
      have h2 := (mul_eq_zero.mp (h i (mem_univ i))).resolve_left (hp i).ne'
      have h3 := (mul_eq_zero.mp h2).resolve_left (hc i).ne'
      exact sub_eq_zero.mp (pow_eq_zero_iff two_ne_zero |>.mp h3)
    intro i j
    rw [h1 i, h1 j]
  · intro h i _
    have h1 : meanLength p r = r i := by
      calc meanLength p r = ∑ j, p j * r i := sum_congr rfl fun j _ => by rw [h j i]
        _ = r i := by rw [← sum_mul, hsum, one_mul]
    rw [h1]
    ring
```

## The inequalities with their equality cases

The hypotheses are those of the derivation, and "all lengths equal" reads `∀ i j, r i = r j`. The positive mean length that the identity for ⟨B⟩ requires is derived here as `hm`.

For L ≤ m, the proof supposes m < L; monotonicity then gives B(L) < B(m), against the identity. For m ≤ R, it compares squares. The equality cases use `spread_eq_zero_iff` with the tangent-line coefficients for L and with `c` equal to 1 for R.

```lean
/-- For `κ > 0`, positive bond lengths and positive weights summing to one, the length
inferred from the averaged rotational constant is at most the mean length, which is at most
the root-mean-square length; equality in either place holds iff all lengths are equal. -/
theorem rotLength_le_mean_le_rms (hκ : 0 < κ) (hp : ∀ i, 0 < p i)
    (hsum : ∑ i, p i = 1) (hr : ∀ i, 0 < r i) :
    (rotLength κ p r ≤ meanLength p r ∧ meanLength p r ≤ rmsLength p r) ∧
    (rotLength κ p r = meanLength p r ↔ ∀ i j, r i = r j) ∧
    (meanLength p r = rmsLength p r ↔ ∀ i j, r i = r j) := by
  have hm : 0 < meanLength p r := by
    rcases isEmpty_or_nonempty ι with h | h
    · simp at hsum
    · exact sum_pos (fun i _ => mul_pos (hp i) (hr i)) univ_nonempty
  obtain ⟨hL, hB⟩ := rotLength_spec hκ hp hsum hr
  rw [meanRotConst_eq hsum hr hm] at hB
  have hc : ∀ i, 0 < (2 * r i + meanLength p r) / (r i ^ 2 * meanLength p r ^ 3) := by
    intro i
    have hi := hr i
    positivity
  have hE := spread_eq_zero_iff (r := r) hp hsum hc
  have hE0 := sum_nonneg fun i (_ : i ∈ univ) =>
    mul_nonneg (hp i).le (mul_nonneg (hc i).le (sq_nonneg (r i - meanLength p r)))
  have hV := spread_eq_zero_iff (r := r) hp hsum (c := fun _ => 1) (fun _ => one_pos)
  simp only [one_mul] at hV
  have hV0 := sum_nonneg fun i (_ : i ∈ univ) =>
    mul_nonneg (hp i).le (sq_nonneg (r i - meanLength p r))
  have hQ := meanSq_eq (r := r) hsum
  -- a larger rotational constant means a shorter bond
  have hle : rotLength κ p r ≤ meanLength p r := by
    by_contra h
    have h1 := rotConst_lt hκ hm (not_le.mp h)
    have h2 := mul_nonneg hκ.le hE0
    linarith
  refine ⟨⟨hle, ?_⟩, ?_, ?_⟩
  · rw [rmsLength, Real.le_sqrt' hm, hQ]
    linarith
  · rw [← hE]
    constructor
    · intro h
      rw [h] at hB
      exact (mul_eq_zero.mp (left_eq_add.mp hB)).resolve_left hκ.ne'
    · intro h
      rw [h, mul_zero, add_zero] at hB
      by_contra hne
      exact (rotConst_lt hκ hL (lt_of_le_of_ne hle hne)).ne' hB
  · rw [← hV, rmsLength, hQ]
    constructor
    · intro h
      have h1 := Real.sq_sqrt (add_nonneg (sq_nonneg (meanLength p r)) hV0)
      rw [← h] at h1
      linarith
    · intro h
      rw [h, add_zero, Real.sqrt_sq hm.le]
```

The opening example is evaluated for every positive κ.

```lean
/-- For `κ > 0` and bond lengths 1 and 7 with equal weights, the inferred, mean and
root-mean-square lengths are 7/5, 4 and 5. -/
theorem two_lengths (hκ : 0 < κ) :
    rotLength κ ![1 / 2, 1 / 2] ![1, 7] = 7 / 5 ∧
    meanLength ![1 / 2, 1 / 2] ![1, 7] = 4 ∧
    rmsLength ![1 / 2, 1 / 2] ![1, 7] = 5 := by
  refine ⟨?_, ?_, ?_⟩
  · have h : meanRotConst κ ![1 / 2, 1 / 2] ![1, 7] = κ * (25 / 49) := by
      simp only [meanRotConst, rotConst, Fin.sum_univ_two, Matrix.cons_val_zero,
        Matrix.cons_val_one]
      ring
    have h2 : κ / (κ * (25 / 49)) = (7 / 5) ^ 2 := by
      rw [div_eq_iff (by positivity)]
      ring
    rw [rotLength, h, h2, Real.sqrt_sq (by norm_num)]
  · norm_num [meanLength, Fin.sum_univ_two]
  · have h : ∑ i, (![1 / 2, 1 / 2] : Fin 2 → ℝ) i * (![1, 7] : Fin 2 → ℝ) i ^ 2
        = 5 ^ 2 := by
      norm_num [Fin.sum_univ_two]
    rw [rmsLength, h, Real.sqrt_sq (by norm_num)]

end

end RotationalBondLength
```

```lean
#print axioms RotationalBondLength.rotLength_eq_rpow
#print axioms RotationalBondLength.rotLength_le_mean_le_rms
#print axioms RotationalBondLength.two_lengths
```

```
'RotationalBondLength.rotLength_eq_rpow' depends on axioms: [propext, Classical.choice, Quot.sound]
'RotationalBondLength.rotLength_le_mean_le_rms' depends on axioms: [propext, Classical.choice, Quot.sound]
'RotationalBondLength.two_lengths' depends on axioms: [propext, Classical.choice, Quot.sound]
```
